# The closure relation of an orthonormal point basis on a site with finitely many species

A site can hold any of `n + 1` species, and `φ` gives equally many real functions of the species, orthonormal under the site weights `w`, with the zeroth function constantly 1. The theorem `closure_relation` states that for any species x and y, w(x) Σₖ φₖ(x) φₖ(y) is 1 if x = y and 0 otherwise. The weights are not assumed positive, and that they sum to 1 follows from the orthonormality of the constant function with itself. The attempt writes orthonormality as a product of two square matrices equal to the identity, reverses the order of the factors with `mul_eq_one_comm`, and reads off the entry at x and y.

As first written in Lean, the proof fails:

```lean
import Mathlib

open Finset

namespace ClosureRelation

noncomputable section

/-- A point basis on a site with `n + 1` species: as many functions as species, orthonormal
under the site weights `w`, the zeroth being the constant 1. -/
structure IsPointBasis {n : ℕ} (w : Fin (n + 1) → ℝ)
    (φ : Fin (n + 1) → Fin (n + 1) → ℝ) : Prop where
  const : ∀ x, φ 0 x = 1
  ortho : ∀ j k, ∑ x, w x * φ j x * φ k x = if j = k then 1 else 0

/-- Closure relation of a point basis: the weighted sum over all point functions of their
products at two species is 1 for equal species and 0 otherwise. -/
theorem closure_relation {n : ℕ} {w : Fin (n + 1) → ℝ} {φ : Fin (n + 1) → Fin (n + 1) → ℝ}
    (h : IsPointBasis w φ) (x y : Fin (n + 1)) :
    w x * ∑ k, φ k x * φ k y = if x = y then 1 else 0 := by
  -- orthonormality says that a square matrix has a right inverse
  have hAB : (Matrix.of φ) * (Matrix.of fun x k => w x * φ k x) = 1 := by
    ext j k
    simp only [Matrix.mul_apply, Matrix.of_apply, Matrix.one_apply]
    rw [← h.ortho j k]
    exact Finset.sum_congr rfl fun x _ => by ring
  -- which is then also a left inverse
  have hBA := congrFun (congrFun (mul_eq_one_comm.mp hAB) x) y
  simp only [Matrix.mul_apply, Matrix.of_apply, Matrix.one_apply] at hBA
  rw [← hBA, Finset.mul_sum]
  exact Finset.sum_congr rfl fun k _ => by ring

end

end ClosureRelation
```

Compiling this gives:

```
Main.lean:28:23: error: Application type mismatch: The argument
  congrFun (mul_eq_one_comm.mp ?m.124) x
has type
  (?m.121 * ?m.120) x = 1 x
but is expected to have type
  ?m.111 = ?m.112
in the application
  congrFun (congrFun (mul_eq_one_comm.mp ?m.124) x)
```

What went wrong. The one error is in the line that reads off the entry. Each `congrFun` needs an equation between functions. The outer one is given the result of the inner one, `(?m.121 * ?m.120) x = 1 x`, and Lean can't match this with the equation between functions it expects. The message shows why: the factors are still unknowns, and `?m.124` stands where `hAB` should be. Lean has not yet used `hAB`, so it doesn't know that the product is a matrix, whose value at `x` is a row and so again a function.

The repair first states the reversed product by itself, as `hinv`, where `hAB` settles what the factors are. It then replaces the two `congrFun` steps with one `congrArg`, which applies the map `M ↦ M x y` to both sides. The type of `M` is written out, so Lean knows from the start that `M x y` is a matrix entry. The mathematics was sound, and the rest of the proof is unchanged.

The change, after which it compiles:

```diff
@@ -26,5 +26,6 @@
     exact Finset.sum_congr rfl fun x _ => by ring
   -- which is then also a left inverse
-  have hBA := congrFun (congrFun (mul_eq_one_comm.mp hAB) x) y
+  have hinv := mul_eq_one_comm.mp hAB
+  have hBA := congrArg (fun M : Matrix (Fin (n + 1)) (Fin (n + 1)) ℝ => M x y) hinv
   simp only [Matrix.mul_apply, Matrix.of_apply, Matrix.one_apply] at hBA
   rw [← hBA, Finset.mul_sum]
```
